# Two-sided bounds on the ground-state energy change from a density cutoff, for one orbital in a finite basis

An energy that is to be minimised must be a real number, but for an arbitrary complex matrix $h$ the quantity $\langle x,hx\rangle$ is complex. The energy is therefore defined here with the real part of $\langle x,hx\rangle$, and hermiticity of $h$ enters only where the real part is identified with the full expectation value.

The basis is taken to be orthonormal, so a normalized orbital is a coefficient vector $x\in\mathbb C^n$ with $\sum_i|x_i|^2=1$. Each label $G$ has a matrix $R_G$, a density component $\langle x,R_Gx\rangle$ and a real weight $w_G$. For a finite set $S$ of labels, write

$$D_S(x)=\sum_{G\in S}w_G\,|\langle x,R_Gx\rangle|^2,\qquad E_K(x)=\operatorname{Re}\langle x,hx\rangle+D_K(x).$$

If $K\subseteq L$, and $x_K,x_L$ are normalized minimizers of $E_K,E_L$, then

$$D_{L\setminus K}(x_L)\;\le\;E_L(x_L)-E_K(x_K)\;\le\;D_{L\setminus K}(x_K).$$

When the omitted weights are nonnegative, the difference is nonnegative too. After a calculation with the smaller set $K$, evaluating the omitted sum at $x_K$ then bounds the truncation error from above, for this model of a single orbital whose interaction is quadratic in the density.

In Lean, `n` indexes the basis and `ι` the density labels. The inner product is `star x ⬝ᵥ (A *ᵥ x)`, conjugate-linear on the left.

```lean
import Mathlib

open Matrix

namespace PlaneWaveDensityCutoff

noncomputable section

variable {n ι : Type*} [Fintype n]

/-- The orbital with coefficients `x` is normalized: its squared moduli sum to one. -/
def Normalized (x : n → ℂ) : Prop := ∑ i, ‖x i‖ ^ 2 = 1

/-- The density component `⟨x, R_G x⟩` of the orbital `x` for the label `G`. -/
def densityComponent (R : ι → Matrix n n ℂ) (G : ι) (x : n → ℂ) : ℂ :=
  star x ⬝ᵥ (R G *ᵥ x)

/-- The interaction energy carried by the density components in the finite set `S`,
each squared modulus being weighted by `w G`. -/
def densityEnergy (w : ι → ℝ) (R : ι → Matrix n n ℂ) (S : Finset ι) (x : n → ℂ) : ℝ :=
  ∑ G ∈ S, w G * ‖densityComponent R G x‖ ^ 2

/-- The energy with density cutoff set `K`: the real part of `⟨x, h x⟩` plus the
interaction energy of the density components in `K`. -/
def energy (h : Matrix n n ℂ) (w : ι → ℝ) (R : ι → Matrix n n ℂ) (K : Finset ι)
    (x : n → ℂ) : ℝ :=
  (star x ⬝ᵥ (h *ᵥ x)).re + densityEnergy w R K x

/-- `x` is a ground state for the cutoff set `K`: it is normalized and minimizes the
energy among all normalized orbitals. -/
def IsGroundState (h : Matrix n n ℂ) (w : ι → ℝ) (R : ι → Matrix n n ℂ) (K : Finset ι)
    (x : n → ℂ) : Prop :=
  Normalized x ∧ ∀ y, Normalized y → energy h w R K x ≤ energy h w R K y
```

`densityEnergy w R S` is $D_S$, and `energy h w R K` is $E_K$. `IsGroundState` means a global minimizer on the unit sphere. It need not be unique, and the bounds hold for any choice.

## Hermiticity: the real part is the whole expectation value

Physically, `h.IsHermitian` says that the one-body operator is an observable. By hand,

$$\overline{\langle x,hx\rangle}=\langle hx,x\rangle=\langle x,h^\dagger x\rangle=\langle x,hx\rangle,$$

so the imaginary part equals its own negative and vanishes.

```lean
/-- For a Hermitian one-body matrix `h`, the energy is the full expectation value
`⟨x, h x⟩` plus the interaction energy. -/
theorem energy_eq_expectation {h : Matrix n n ℂ} (hh : h.IsHermitian) (w : ι → ℝ)
    (R : ι → Matrix n n ℂ) (K : Finset ι) (x : n → ℂ) :
    (energy h w R K x : ℂ) = star x ⬝ᵥ (h *ᵥ x) + (densityEnergy w R K x : ℂ) := by
  -- hermiticity makes the expectation value its own complex conjugate
  have key : star x ⬝ᵥ (h *ᵥ x) = star (star x ⬝ᵥ (h *ᵥ x)) := by
    calc star x ⬝ᵥ (h *ᵥ x) = star (star (h *ᵥ x) ⬝ᵥ x) := Matrix.star_dotProduct _ _
      _ = star (star x ⬝ᵥ (h *ᵥ x)) := by
        rw [Matrix.star_mulVec, hh.eq, ← Matrix.dotProduct_mulVec]
  have him : (star x ⬝ᵥ (h *ᵥ x)).im = -(star x ⬝ᵥ (h *ᵥ x)).im :=
    (congrArg Complex.im key).trans (Complex.conj_im _)
  have him0 : (star x ⬝ᵥ (h *ᵥ x)).im = 0 := by linarith
  have hz : (((star x ⬝ᵥ (h *ᵥ x)).re : ℝ) : ℂ) = star x ⬝ᵥ (h *ᵥ x) :=
    Complex.ext (Complex.ofReal_re _) (by rw [Complex.ofReal_im, him0])
  rw [energy, Complex.ofReal_add, hz]
```

Here `key` is the displayed chain, with `hh.eq` replacing $h^\dagger$ by $h$. Then `him` and `him0` remove the imaginary part, and `hz` restores the complex number from its real part.

Without hermiticity this identity can fail: for $n=1$, $h=(i)$ and $x=1$, the expectation value is $i$ and the real part is $0$. The energy bounds are unaffected, since they never use the hypothesis.

## A nonempty finite basis: a ground state exists

The basis must contain at least one function. The unit sphere of $\mathbb C^n$ is then nonempty, closed and bounded, hence compact. The energy is continuous, being built from finitely many quadratic forms, so it attains its minimum. Neither hermiticity nor a sign of the weights is needed.

```lean
/-- In a nonempty finite basis, a ground state exists for every finite cutoff set. -/
theorem exists_groundState [Nonempty n] (h : Matrix n n ℂ) (w : ι → ℝ)
    (R : ι → Matrix n n ℂ) (K : Finset ι) : ∃ x, IsGroundState h w R K x := by
  classical
  -- the normalized orbitals form a closed subset of a compact ball
  have hclosed : IsClosed {x : n → ℂ | Normalized x} := by
    unfold Normalized
    exact isClosed_eq (by fun_prop) continuous_const
  have hcompact : IsCompact {x : n → ℂ | Normalized x} := by
    refine (isCompact_closedBall (0 : n → ℂ) 1).of_isClosed_subset hclosed ?_
    intro x hx
    have hx' : ∑ i, ‖x i‖ ^ 2 = 1 := hx
    rw [mem_closedBall_zero_iff, pi_norm_le_iff_of_nonneg zero_le_one]
    intro i
    have h1 : ‖x i‖ ^ 2 ≤ ∑ j, ‖x j‖ ^ 2 :=
      Finset.single_le_sum (f := fun j => ‖x j‖ ^ 2) (fun j _ => sq_nonneg _)
        (Finset.mem_univ i)
    nlinarith [norm_nonneg (x i)]
  have hne : {x : n → ℂ | Normalized x}.Nonempty := by
    obtain ⟨i⟩ := ‹Nonempty n›
    refine ⟨fun j => if j = i then 1 else 0, ?_⟩
    change ∑ j, ‖(if j = i then (1 : ℂ) else 0)‖ ^ 2 = 1
    rw [Finset.sum_eq_single i]
    · simp
    · intro b _ hb
      simp [hb]
    · simp
  have hq : ∀ A : Matrix n n ℂ, Continuous fun x : n → ℂ => star x ⬝ᵥ (A *ᵥ x) := by
    intro A
    simp only [dotProduct, Matrix.mulVec, Pi.star_apply]
    fun_prop
  have hcont : Continuous (energy h w R K) := by
    unfold energy densityEnergy densityComponent
    exact (Complex.continuous_re.comp (hq h)).add
      (continuous_finsetSum _ fun G _ => continuous_const.mul ((hq (R G)).norm.pow 2))
  obtain ⟨x, hx, hmin⟩ := hcompact.exists_isMinOn hne hcont.continuousOn
  exact ⟨x, hx, fun y hy => isMinOn_iff.mp hmin y hy⟩
```

The proof has the same three parts. `hcompact` places the closed set of normalized orbitals inside a ball, because each $|x_i|^2$ is at most the full sum $1$. `hne` supplies a single basis function as a normalized orbital. `hcont` builds continuity from that of each quadratic form, `hq`. The extreme value theorem, `exists_isMinOn`, finishes.

With an empty basis the sum of squared moduli is $0$, no orbital is normalized, and there is no ground state.

## Nested cutoff sets: the energies differ by the omitted sum

The hypothesis $K\subseteq L$ says that the larger calculation keeps every density component of the smaller one. Splitting the sum over $L$ into the parts over $K$ and $L\setminus K$ gives, for every $x$,

$$E_L(x)=E_K(x)+D_{L\setminus K}(x).$$

```lean
/-- Enlarging the cutoff set from `K` to `L` adds the interaction energy of the
density components in `L` but not in `K`. -/
theorem energy_split [DecidableEq ι] {K L : Finset ι} (hKL : K ⊆ L) (h : Matrix n n ℂ)
    (w : ι → ℝ) (R : ι → Matrix n n ℂ) (x : n → ℂ) :
    energy h w R L x = energy h w R K x + densityEnergy w R (L \ K) x := by
  have hs := Finset.sum_sdiff (f := fun G => w G * ‖densityComponent R G x‖ ^ 2) hKL
  unfold energy densityEnergy
  linarith
```

`Finset.sum_sdiff` is this splitting, and `linarith` adds the common one-body term.

If $K$ has labels outside $L$, their energy is missing from the right-hand side, and the bounds can fail. Take $n=1$, $h=0$, $L=\varnothing$ and $K=\{G\}$ with $R_G=(1)$, $w_G=1$. The energy difference is $-1$, while the sum over $L\setminus K$ is $0$.

## Global minimizers: each orbital is a trial vector for the other functional

`hK` and `hL` say that both calculations have reached their true minima. Minimality of $x_K$ gives the lower bound:

$$E_K(x_K)\le E_K(x_L)=E_L(x_L)-D_{L\setminus K}(x_L).$$

Minimality of $x_L$ gives the upper bound:

$$E_L(x_L)\le E_L(x_K)=E_K(x_K)+D_{L\setminus K}(x_K).$$

```lean
variable {h : Matrix n n ℂ} {w : ι → ℝ} {R : ι → Matrix n n ℂ} {K L : Finset ι}
  {xK xL : n → ℂ}

/-- For `K ⊆ L`, the difference of the two ground-state energies lies between the omitted
interaction energy at the ground state of `L` and that at the ground state of `K`. -/
theorem cutoff_error_bounds [DecidableEq ι] (hKL : K ⊆ L)
    (hK : IsGroundState h w R K xK) (hL : IsGroundState h w R L xL) :
    densityEnergy w R (L \ K) xL ≤ energy h w R L xL - energy h w R K xK ∧
      energy h w R L xL - energy h w R K xK ≤ densityEnergy w R (L \ K) xK := by
  -- each ground state is a trial orbital for the other functional
  have h1 := hK.2 xL hL.1
  have h2 := hL.2 xK hK.1
  have s1 := energy_split hKL h w R xL
  have s2 := energy_split hKL h w R xK
  constructor <;> linarith
```

The facts `h1` and `h2` are the two inequalities, `s1` and `s2` the two equalities, and `linarith` combines them.

Stationary points do not suffice. Let $K=L=\varnothing$ and $h=\operatorname{diag}(0,1)$, so that both omitted sums are $0$. If $x_K$ is replaced by the upper eigenvector $(0,1)$ while $x_L=(1,0)$, the difference is $-1$ and the lower bound fails. Exchanging the two vectors breaks the upper bound. An iteration that has converged to an excited stationary state therefore carries no such guarantee.

## Nonnegative omitted weights: a larger density set cannot lower the minimum

A nonnegative $w_G$ describes a repulsive contribution. For the Hartree energy in a periodic cell, $w_G$ is proportional to $1/|G|^2$ for $G\ne0$, and the usual convention for a neutral cell sets $w_0=0$. Only the weights in $L\setminus K$ need the sign. It makes $D_{L\setminus K}(x_L)\ge0$, and the lower bound does the rest.

```lean
/-- If the omitted weights are nonnegative, enlarging the density cutoff set never lowers
the ground-state energy. -/
theorem cutoff_error_nonneg [DecidableEq ι] (hKL : K ⊆ L) (hw : ∀ G ∈ L \ K, 0 ≤ w G)
    (hK : IsGroundState h w R K xK) (hL : IsGroundState h w R L xL) :
    0 ≤ energy h w R L xL - energy h w R K xK :=
  le_trans (Finset.sum_nonneg fun G hG => mul_nonneg (hw G hG) (sq_nonneg _))
    (cutoff_error_bounds hKL hK hL).1
```

Without a sign condition the conclusion can fail: for $n=1$, $h=0$, $K=\varnothing$ and $L=\{G\}$ with $R_G=(1)$, $w_G=-1$, the difference is $-1$.

The same hypothesis settles when truncation costs nothing. In

$$E_L(x_L)=E_K(x_L)+D_{L\setminus K}(x_L)\ge E_K(x_L)\ge E_K(x_K),$$

the two ends agree exactly when both inequalities are equalities, that is, when the omitted sum vanishes at $x_L$ and $x_L$ also minimizes $E_K$.

```lean
/-- For nonnegative omitted weights and `K ⊆ L`, the two ground-state energies agree exactly
when the ground state of `L` has no omitted interaction energy and is a ground state of `K`. -/
theorem cutoff_exact_iff [DecidableEq ι] (hKL : K ⊆ L) (hw : ∀ G ∈ L \ K, 0 ≤ w G)
    (hK : IsGroundState h w R K xK) (hL : IsGroundState h w R L xL) :
    energy h w R L xL = energy h w R K xK ↔
      densityEnergy w R (L \ K) xL = 0 ∧ IsGroundState h w R K xL := by
  have s := energy_split hKL h w R xL
  have m := hK.2 xL hL.1
  have p : 0 ≤ densityEnergy w R (L \ K) xL :=
    Finset.sum_nonneg fun G hG => mul_nonneg (hw G hG) (sq_nonneg _)
  constructor
  · intro heq
    refine ⟨by linarith, hL.1, fun y hy => ?_⟩
    have := hK.2 y hy
    linarith
  · rintro ⟨h0, hg⟩
    have := hg.2 xK hK.1
    linarith
```

In the proof, `s` is the splitting, `p` the first inequality and `m` the second. The forward direction extracts both equalities, and the reverse direction compares $x_L$ with $x_K$ in $E_K$.

An attractive term can spoil the equivalence by cancellation. With $K=\varnothing$, $L=\{G\}$, $h=R_G=\operatorname{diag}(0,1)$, $w_G=-1$ and $t=|x_2|^2$, one has $E_K=t$ and $E_L=t-t^2$. Both minima are $0$, yet $x_L=(0,1)$ is a valid minimizer of $E_L$ with omitted energy $-1$, and it does not minimize $E_K$.

## Two radii: orbitals up to $k_c$, densities up to $2k_c$

Now let the basis be a finite set $B$ of wave vectors. The density of $\psi(r)=\Omega^{-1/2}\sum_{k\in B}x_ke^{ik\cdot r}$ in a cell of volume $\Omega$ is

$$|\psi(r)|^2=\frac1\Omega\sum_{k,k'\in B}\overline{x_k}\,x_{k'}\,e^{i(k'-k)\cdot r}.$$

Its component at $G$, apart from the factor $1/\Omega$, collects the pairs with $k'=k+G$. This fixes the entries of $R_G$.

```lean
section PlaneWaves

variable {V : Type*} [NormedAddCommGroup V] [DecidableEq V]

/-- The matrix `R_G` that gives the density component at `G` (up to the factor of the inverse cell
volume) in the plane-wave basis with wave vectors `B`: its entry is one where the column wave vector
is the row wave vector plus `G`, and zero elsewhere. -/
def planeWaveDensity (B : Finset V) (G : V) : Matrix B B ℂ :=
  Matrix.of fun k k' => if (k' : V) = (k : V) + G then 1 else 0
```

The hypothesis `hB` is the orbital cutoff: $\|k\|\le k_c$ for all $k\in B$. If $R_G$ has a nonzero entry, then $G=k'-k$ and $\|G\|\le\|k'\|+\|k\|\le2k_c$. Hence $R_G=0$ whenever $\|G\|>2k_c$.

```lean
/-- If all basis wave vectors have length at most `kc`, the matrix `R_G` of the density component at
`G` vanishes for every `G` longer than `2 * kc`. -/
theorem planeWaveDensity_eq_zero {B : Finset V} {kc : ℝ} (hB : ∀ k ∈ B, ‖k‖ ≤ kc)
    {G : V} (hG : 2 * kc < ‖G‖) : planeWaveDensity B G = 0 := by
  ext k k'
  simp only [planeWaveDensity, Matrix.of_apply, Matrix.zero_apply]
  rw [if_neg]
  intro hk
  -- otherwise `G` would be a difference of two basis wave vectors
  have hd : G = (k' : V) - (k : V) := by
    rw [hk]
    abel
  have hn : ‖G‖ ≤ ‖(k' : V)‖ + ‖(k : V)‖ := by
    rw [hd]
    exact norm_sub_le _ _
  have h1 := hB k k.2
  have h2 := hB k' k'.2
  linarith
```

The proof assumes a nonzero entry, writes `G` as a difference in `hd`, applies the triangle inequality in `hn`, and reaches a contradiction.

The hypothesis `hcut` is the density cutoff: $K$ keeps every $G\in L$ with $\|G\|\le2k_c$. Every omitted $G$ is then longer than $2k_c$, so both omitted sums are zero and the two-sided bound forces equal minima, whatever the signs of the weights.

```lean
/-- In a plane-wave basis with wave vectors of length at most `kc`, a density cutoff set
`K ⊆ L` that keeps every `G` in `L` of length at most `2 * kc` gives the same ground-state
energy as `L`. -/
theorem double_cutoff_exact {B K L : Finset V} {kc : ℝ} (hB : ∀ k ∈ B, ‖k‖ ≤ kc)
    (hKL : K ⊆ L) (hcut : ∀ G ∈ L, ‖G‖ ≤ 2 * kc → G ∈ K)
    {h : Matrix B B ℂ} {w : V → ℝ} {xK xL : B → ℂ}
    (hK : IsGroundState h w (planeWaveDensity B) K xK)
    (hL : IsGroundState h w (planeWaveDensity B) L xL) :
    energy h w (planeWaveDensity B) L xL = energy h w (planeWaveDensity B) K xK := by
  -- every omitted density component is identically zero
  have hzero : ∀ x : B → ℂ, densityEnergy w (planeWaveDensity B) (L \ K) x = 0 := by
    intro x
    refine Finset.sum_eq_zero fun G hG => ?_
    obtain ⟨hGL, hGK⟩ := Finset.mem_sdiff.mp hG
    have hlong : 2 * kc < ‖G‖ := lt_of_not_ge fun hle => hGK (hcut G hGL hle)
    simp [densityComponent, planeWaveDensity_eq_zero hB hlong]
  obtain ⟨h1, h2⟩ := cutoff_error_bounds hKL hK hL
  rw [hzero] at h1 h2
  linarith

end PlaneWaves

end

end PlaneWaveDensityCutoff
```

`hzero` states that the omitted sum vanishes for every orbital, and `cutoff_error_bounds` does the rest.

One example shows the role of both radii. On the real line take $B=\{0,3\}$, $K=\varnothing$, $L=\{3\}$, $w_3=1$, and let $h$ have zero diagonal and off-diagonal entries $-1$. The minimum of $E_K$ is $-1$ and that of $E_L$ is $-3/4$, both at $(1,1)/\sqrt2$. With $k_c=1$ the density condition holds but the basis exceeds its radius; with $k_c=3$ the basis fits but $K$ drops a needed component. What matters in either case is that an omitted $G$ is a difference of two basis vectors.

Since kinetic energy grows as $\|k\|^2$, doubling the radius means a density cutoff of four times the orbital cutoff in energy. It loses nothing for this quadratic density energy in a finite plane-wave basis; a nonlinear exchange-correlation functional is not part of the model.

```lean
#print axioms PlaneWaveDensityCutoff.exists_groundState
#print axioms PlaneWaveDensityCutoff.cutoff_error_nonneg
#print axioms PlaneWaveDensityCutoff.cutoff_exact_iff
#print axioms PlaneWaveDensityCutoff.double_cutoff_exact
```

```
'PlaneWaveDensityCutoff.exists_groundState' depends on axioms: [propext, Classical.choice, Quot.sound]
'PlaneWaveDensityCutoff.cutoff_error_nonneg' depends on axioms: [propext, Classical.choice, Quot.sound]
'PlaneWaveDensityCutoff.cutoff_exact_iff' depends on axioms: [propext, Classical.choice, Quot.sound]
'PlaneWaveDensityCutoff.double_cutoff_exact' depends on axioms: [propext, Classical.choice, Quot.sound]
```

## A single plane wave

For $B=\{k\}$, every normalized orbital is a phase factor, $R_0=(1)$, and all other $R_G$ vanish. The two bounds coincide: the energy difference is $w_0$ if $0\in L\setminus K$, and $0$ otherwise. The density condition excludes the first case, because $0$ always lies within $2k_c$.
